# The conformal four-body SYK ansatz satisfies G(w)Σ(w) = −1 at w > 0 exactly when J²b⁴π = 1/4

The Sachdev–Ye–Kitaev (SYK) model describes many Majorana modes coupled four at a time by random constants whose overall scale is set by an energy $J$ (each constant shrinks as the number of modes grows). With infinitely many modes and at zero temperature, its propagator $G$ and self-energy $\Sigma$ obey $\Sigma(t)=J^2G(t)^3$ in imaginary time $t$. At frequencies $w$ far below $J$, the bare term $-iw$ in Dyson's equation is negligible beside $\Sigma(w)$, which leaves $G(w)\Sigma(w)=-1$. A power law is a natural trial solution:

$$G(t)=b\,\mathrm{sgn}(t)\,|t|^{-1/2},\qquad \Sigma(t)=J^2b^3\,\mathrm{sgn}(t)\,|t|^{-3/2}.$$

Which amplitude $b$ does the equation select? The two equations and the power-law form are taken as given here; the amplitude condition is what gets proved.

```lean
import Mathlib

open MeasureTheory Filter Set
open scoped Real Topology

namespace SYKConformal

noncomputable section
```

## Damped transforms of the power laws

For an exponent $a$, frequency $w$ and damping $\varepsilon$, the sine integrand is $e^{-\varepsilon t}\sin(wt)\,t^{-a}$.

```lean
/-- The damped sine integrand `exp(-εt) sin(wt) t^(-a)`, for times `t > 0`. -/
def sineKernel (a w ε t : ℝ) : ℝ := Real.exp (-ε * t) * Real.sin (w * t) * t ^ (-a)
```

Let $S_a(\varepsilon)$ be its integral over $t>0$, and $S_a$ the limit as $\varepsilon\to0^+$.

```lean
/-- The sine transform of `t^(-a)` with damping rate `ε`. -/
def dampedSine (a w ε : ℝ) : ℝ := ∫ t in Ioi (0 : ℝ), sineKernel a w ε t
```

The self-energy is not absolutely integrable at $t=0$, so its Fourier integral needs a prescription. Pairing $t$ with $-t$ under a common damping gives

$$F=\lim_{\varepsilon\to0^+}\int_0^\infty e^{-\varepsilon t}\left[e^{iwt}f(t)+e^{-iwt}f(-t)\right]dt .$$

`HasFourier f w F` says that this limit exists and equals $F$, provided that the damped integrals converge, as they do for the propagator and self-energy below (Lean gives a non-integrable function the integral $0$). It fixes the sign convention $e^{+iwt}$, with no prefactor.

```lean
/-- `F` is the Fourier transform of `f` at frequency `w`, with the times `t` and `-t` paired
and the damping removed at the end. -/
def HasFourier (f : ℝ → ℝ) (w : ℝ) (F : ℂ) : Prop :=
  Tendsto (fun ε : ℝ => ∫ t in Ioi (0 : ℝ), ((Real.exp (-ε * t) : ℝ) : ℂ) *
    (Complex.exp (w * t * Complex.I) * f t + Complex.exp (-(w * t * Complex.I)) * f (-t)))
    (𝓝[>] 0) (𝓝 F)
```

The ansatz and its self-energy are real-valued functions of the imaginary time $t$, which is itself a real variable; the parameters `b` and `J` are real too.

```lean
/-- The conformal propagator `b sgn(t) |t|^(-1/2)`, for `t ≠ 0`. -/
def propagator (b t : ℝ) : ℝ := b * Real.sign t * |t| ^ (-(1 / 2) : ℝ)

/-- The four-body SYK self-energy `J² G(t)³` of the conformal propagator, for `t ≠ 0`. -/
def selfEnergy (J b t : ℝ) : ℝ := J ^ 2 * propagator b t ^ 3
```

## One Laplace integral for both exponents

Put $z=\varepsilon-iw$, so that $e^{-zt}=e^{-\varepsilon t}e^{iwt}$.

```lean
/-- The complex decay rate `ε - iw`. -/
def rate (w ε : ℝ) : ℂ := ε - w * Complex.I
```

The function to integrate is $K_z(t)=t^{-1/2}e^{-zt}$.

```lean
/-- The Laplace integrand `t^(-1/2) exp(-zt)`, for times `t > 0`. -/
def rootKernel (z : ℂ) (t : ℝ) : ℂ := ((t ^ (-(1 / 2) : ℝ) : ℝ) : ℂ) * Complex.exp (-z * t)
```

Both answers will be read off from $r=(i\pi/w)^{1/2}$, the principal root, which for $w>0$ is $\sqrt{\pi/w}\,e^{i\pi/4}$.

```lean
/-- The principal square root of `iπ/w`, for `w ≠ 0`. -/
def edge (w : ℝ) : ℂ := (((π / w : ℝ) : ℂ) * Complex.I) ^ (1 / 2 : ℂ)
```

The real and imaginary parts of $z$ are $\varepsilon$ and $-w$.

```lean
lemma rate_re (w ε : ℝ) : (rate w ε).re = ε := by simp [rate]

lemma rate_im (w ε : ℝ) : (rate w ε).im = -w := by simp [rate]
```

Splitting the exponential gives $K_z(t)=e^{-\varepsilon t}t^{-1/2}e^{iwt}$, whose imaginary part is the sine integrand with $a=1/2$.

```lean
lemma rootKernel_polar (w ε t : ℝ) : rootKernel (rate w ε) t =
    ((Real.exp (-ε * t) * t ^ (-(1 / 2) : ℝ) : ℝ) : ℂ) *
      Complex.exp (((w * t : ℝ) : ℂ) * Complex.I) := by
  rw [rootKernel, rate, show -((ε : ℂ) - w * Complex.I) * t =
    ((-ε * t : ℝ) : ℂ) + ((w * t : ℝ) : ℂ) * Complex.I by push_cast; ring,
    Complex.exp_add, Complex.ofReal_mul (Real.exp _), Complex.ofReal_exp]
  ring

lemma rootKernel_im (w ε t : ℝ) :
    (rootKernel (rate w ε) t).im = sineKernel (1 / 2) w ε t := by
  rw [rootKernel_polar, Complex.im_ofReal_mul, Complex.exp_ofReal_mul_I_im, sineKernel]
  ring
```

Substituting $t=y^2$ produces a Gaussian integral, for $\operatorname{Re}z>0$:

$$\int_0^\infty t^{-1/2}e^{-zt}\,dt=2\int_0^\infty e^{-zy^2}dy=\left(\frac{\pi}{z}\right)^{1/2}.$$

In the proof, `integral_comp_rpow_Ioi` performs the substitution and `integral_gaussian_complex_Ioi` supplies the Gaussian.

```lean
/-- For `Re z > 0` the Laplace transform of `t^(-1/2)` is the principal root of `π/z`. -/
theorem laplace_root {z : ℂ} (hz : 0 < z.re) :
    ∫ t in Ioi (0 : ℝ), rootKernel z t = (π / z) ^ (1 / 2 : ℂ) := by
  -- substitute t = y² in the complex Gaussian integral
  have h := (integral_comp_rpow_Ioi (fun y : ℝ => Complex.exp (-z * (y : ℂ) ^ 2))
    (p := 1 / 2) (by norm_num)).trans (integral_gaussian_complex_Ioi hz)
  have h2 := congrArg (fun x : ℂ => 2 * x) h
  refine Eq.trans ?_ (h2.trans (by ring))
  refine Eq.trans ?_ (integral_const_mul _ _)
  refine setIntegral_congr_fun measurableSet_Ioi (fun t ht => ?_)
  have hs : ((t ^ (1 / 2 : ℝ) : ℝ) : ℂ) ^ 2 = t := by
    rw [← Complex.ofReal_pow, ← Real.sqrt_eq_rpow, Real.sq_sqrt (le_of_lt ht)]
  simp only [rootKernel, hs, Complex.real_smul]
  rw [show (1 / 2 : ℝ) - 1 = -(1 / 2) by norm_num, abs_of_pos (by norm_num : (0 : ℝ) < 1 / 2)]
  push_cast
  ring
```

By hand, $|K_z(t)|=t^{-1/2}e^{-t\operatorname{Re}z}$ is clearly integrable. The proof takes a shortcut: Lean assigns the value $0$ to the integral of a non-integrable function, whereas the value just found is nonzero.

```lean
lemma integrable_root {z : ℂ} (hz : 0 < z.re) : IntegrableOn (rootKernel z) (Ioi 0) := by
  by_contra h
  have h0 := (laplace_root hz).symm.trans (integral_undef h)
  rw [Complex.cpow_eq_zero_iff] at h0
  exact div_ne_zero (Complex.ofReal_ne_zero.2 Real.pi_ne_zero)
    (by rintro rfl; simp at hz) h0.1
```

## From exponent 1/2 to exponent 3/2

Near $t=0$ the sine tames the stronger singularity. From $\cos 2x\ge1-2x^2$ and $\cos2x=1-2\sin^2x$ one gets $|\sin x|\le|x|$.

```lean
lemma abs_sin_le (x : ℝ) : |Real.sin x| ≤ |x| := by
  apply sq_le_sq.1
  have h := Real.one_sub_sq_div_two_le_cos (x := 2 * x)
  rw [Real.cos_two_mul] at h
  nlinarith [Real.sin_sq_add_cos_sq x]
```

Hence, for $t>0$, $|e^{-\varepsilon t}\sin(wt)\,t^{-a}|\le|w|\,e^{-\varepsilon t}t^{1-a}$.

```lean
lemma kernel_bound (a w ε : ℝ) {t : ℝ} (ht : 0 < t) :
    ‖sineKernel a w ε t‖ ≤ |w| * (Real.exp (-ε * t) * t ^ (1 - a)) := by
  have hp := Real.rpow_pos_of_pos ht (-a)
  have hs : |Real.sin (w * t)| ≤ |w| * t := by
    simpa [abs_mul, abs_of_pos ht] using abs_sin_le (w * t)
  rw [sineKernel, Real.norm_eq_abs, abs_mul, abs_mul, Real.abs_exp, abs_of_pos hp,
    sub_eq_add_neg, Real.rpow_add ht, Real.rpow_one]
  calc _ ≤ Real.exp (-ε * t) * (|w| * t) * t ^ (-a) := by gcongr
    _ = _ := by ring
```

At $a=3/2$ the bound is $|w|\,|K_z(t)|$, so the damped integrand is integrable.

```lean
/-- With damping `ε > 0` the sine integrand with exponent `3/2` is integrable. -/
theorem integrable_sine (w : ℝ) {ε : ℝ} (hε : 0 < ε) :
    IntegrableOn (sineKernel (3 / 2) w ε) (Ioi 0) := by
  have hK := integrable_root (z := rate w ε) (by rwa [rate_re])
  refine Integrable.mono' (Integrable.const_mul (Integrable.norm hK) |w|)
    (Measurable.aestronglyMeasurable (by unfold sineKernel; fun_prop)) ?_
  refine (ae_restrict_iff' measurableSet_Ioi).2 (.of_forall fun t ht => ?_)
  have hp := Real.rpow_pos_of_pos ht (-(1 / 2))
  have h := kernel_bound (3 / 2) w ε ht
  rw [show (1 : ℝ) - 3 / 2 = -(1 / 2) by norm_num] at h
  rwa [rootKernel_polar, norm_mul, Complex.norm_real, Complex.norm_exp_ofReal_mul_I, mul_one,
    Real.norm_of_nonneg (mul_pos (Real.exp_pos _) hp).le]
```

Now differentiate the integrand with $a=1/2$:

$$\frac{d}{dt}\left[e^{-\varepsilon t}\sin(wt)\,t^{-1/2}\right]=\operatorname{Im}\left[-zK_z(t)\right]-\tfrac12e^{-\varepsilon t}\sin(wt)\,t^{-3/2}.$$

The bracket on the left vanishes at both ends: it is at most $|w|e^{-\varepsilon t}\sqrt t$ near zero and at most $t^{-1/2}$ at large $t$. Integrating therefore gives

$$S_{3/2}(\varepsilon)=-2\operatorname{Im}\left[z\left(\frac{\pi}{z}\right)^{1/2}\right].$$

In the code, `hcont` and `hinf` are the two boundary statements and `hd` is the derivative.

```lean
/-- Integration by parts expresses the damped sine transform of `t^(-3/2)` through the Laplace
transform of `t^(-1/2)`, for damping `ε > 0`. -/
theorem sine_by_parts (w : ℝ) {ε : ℝ} (hε : 0 < ε) :
    dampedSine (3 / 2) w ε = -2 * (rate w ε * (π / rate w ε) ^ (1 / 2 : ℂ)).im := by
  have hr : 0 < (rate w ε).re := by rwa [rate_re]
  have hK := Integrable.const_mul (integrable_root hr) (-rate w ε)
  have hA : Integrable (fun t => (-rate w ε * rootKernel (rate w ε) t).im)
      (volume.restrict (Ioi 0)) := Complex.imCLM.integrable_comp hK
  have hT := Integrable.const_mul (integrable_sine w hε) (1 / 2)
  have e : ∫ t in Ioi (0 : ℝ), (-rate w ε * rootKernel (rate w ε) t).im =
      (-rate w ε * (π / rate w ε) ^ (1 / 2 : ℂ)).im := by
    rw [← laplace_root hr, ← integral_const_mul]
    exact Complex.imCLM.integral_comp_comm hK
  have hz : sineKernel (1 / 2) w ε 0 = 0 := by simp [sineKernel]
  -- the boundary term vanishes at both ends
  have hcont : ContinuousWithinAt (sineKernel (1 / 2) w ε) (Ici 0) 0 := by
    have hg : Tendsto (fun t : ℝ => |w| * (Real.exp (-ε * t) * √t)) (𝓝[≥] 0) (𝓝 0) :=
      (Continuous.tendsto' (by fun_prop) 0 0 (by simp)).mono_left nhdsWithin_le_nhds
    rw [ContinuousWithinAt, hz]
    refine squeeze_zero_norm' ?_ hg
    filter_upwards [self_mem_nhdsWithin] with t ht
    rcases eq_or_lt_of_le (show 0 ≤ t from ht) with h | h
    · rw [← h, hz]
      simp
    · have hb := kernel_bound (1 / 2) w ε h
      rwa [show (1 : ℝ) - 1 / 2 = 1 / 2 by norm_num, ← Real.sqrt_eq_rpow] at hb
  have hinf : Tendsto (sineKernel (1 / 2) w ε) atTop (𝓝 0) := by
    refine squeeze_zero_norm' ?_ (tendsto_rpow_neg_atTop (by norm_num : (0 : ℝ) < 1 / 2))
    filter_upwards [eventually_gt_atTop 0] with t ht
    have hp := Real.rpow_pos_of_pos ht (-(1 / 2))
    have he : Real.exp (-ε * t) ≤ 1 := Real.exp_le_one_iff.2 (by nlinarith)
    rw [sineKernel, Real.norm_eq_abs, abs_mul, abs_mul, Real.abs_exp, abs_of_pos hp]
    exact mul_le_of_le_one_left hp.le
      (mul_le_one₀ he (abs_nonneg _) (Real.abs_sin_le_one _))
  have hd : ∀ t ∈ Ioi (0 : ℝ), HasDerivAt (sineKernel (1 / 2) w ε)
      ((-rate w ε * rootKernel (rate w ε) t).im - 1 / 2 * sineKernel (3 / 2) w ε t) t := by
    intro t ht
    have d1 := ((hasDerivAt_id' t).const_mul (-ε)).exp
    have d2 := ((hasDerivAt_id' t).const_mul w).sin
    have d3 := Real.hasDerivAt_rpow_const (x := t) (p := -(1 / 2)) (Or.inl (ne_of_gt ht))
    refine ((d1.fun_mul d2).fun_mul d3).congr_deriv ?_
    rw [show (-(1 / 2) : ℝ) - 1 = -(3 / 2) by norm_num, Complex.mul_im, Complex.neg_re,
      Complex.neg_im, rate_re, rate_im, rootKernel_im, rootKernel_polar,
      Complex.re_ofReal_mul, Complex.exp_ofReal_mul_I_re]
    unfold sineKernel
    ring
  have h := integral_Ioi_of_hasDerivAt_of_tendsto hcont hd (hA.sub hT) hinf
  rw [integral_sub hA hT, integral_const_mul, e, hz, neg_mul, Complex.neg_im] at h
  unfold dampedSine
  linarith
```

## Removing the damping

As $\varepsilon\to0^+$, $z\to-iw$ and $\pi/z\to i\pi/w$. This point lies off the branch cut, so the principal root is continuous there. Consequently

$$S_{1/2}=\operatorname{Im}r=\sqrt{\frac{\pi}{2w}},\qquad S_{3/2}=-2\operatorname{Im}(-iwr)=2w\operatorname{Re}r=\sqrt{2\pi w}.$$

The theorem states the limits through $r$; `hslit` records the position relative to the cut, and `hc` the continuity.

```lean
/-- For `w > 0` the sine transforms of `t^(-1/2)` and `t^(-3/2)` converge as the damping is
removed, to `Im r` and `2w Re r` with `r` the principal root of `iπ/w`. -/
theorem sine_limits {w : ℝ} (hw : 0 < w) :
    Tendsto (dampedSine (1 / 2) w) (𝓝[>] 0) (𝓝 (edge w).im) ∧
      Tendsto (dampedSine (3 / 2) w) (𝓝[>] 0) (𝓝 (2 * w * (edge w).re)) := by
  have hw0 : (w : ℂ) ≠ 0 := by exact_mod_cast hw.ne'
  have hne : rate w 0 ≠ 0 := fun h => by
    have h' := rate_im w 0
    rw [h, Complex.zero_im] at h'
    linarith
  have hbase : π / rate w 0 = ((π / w : ℝ) : ℂ) * Complex.I := by
    rw [div_eq_iff hne, rate, Complex.ofReal_zero, Complex.ofReal_div]
    linear_combination ((π : ℂ) / w * w) * Complex.I_sq - div_mul_cancel₀ (π : ℂ) hw0
  have hslit : π / rate w 0 ∈ Complex.slitPlane := by
    rw [hbase, Complex.mem_slitPlane_iff, Complex.im_ofReal_mul, Complex.I_im, mul_one]
    exact Or.inr (div_pos Real.pi_pos hw).ne'
  have hr : ContinuousAt (rate w) 0 := by unfold rate; fun_prop
  have hc : ContinuousAt (fun ε => (π / rate w ε) ^ (1 / 2 : ℂ)) 0 :=
    ContinuousAt.cpow (ContinuousAt.div continuousAt_const hr hne) continuousAt_const hslit
  have hL : Tendsto (fun ε => (π / rate w ε) ^ (1 / 2 : ℂ)) (𝓝[>] 0) (𝓝 (edge w)) := by
    rw [edge, ← hbase]
    exact hc.tendsto.mono_left nhdsWithin_le_nhds
  constructor
  · refine ((Complex.continuous_im.tendsto _).comp hL).congr' ?_
    filter_upwards [self_mem_nhdsWithin] with ε hε
    have hp : 0 < (rate w ε).re := by rw [rate_re]; exact hε
    change ((π / rate w ε) ^ (1 / 2 : ℂ)).im = _
    rw [← laplace_root hp]
    simp only [dampedSine, ← rootKernel_im]
    exact (Complex.imCLM.integral_comp_comm (integrable_root hp)).symm
  · have h := ((Complex.continuous_im.tendsto _).comp
      ((hr.tendsto.mono_left nhdsWithin_le_nhds).mul hL)).const_mul (-2)
    rw [Complex.mul_im, rate_re, rate_im,
      show -2 * (0 * (edge w).im + -w * (edge w).re) = 2 * w * (edge w).re by ring] at h
    refine h.congr' ?_
    filter_upwards [self_mem_nhdsWithin] with ε hε
    exact (sine_by_parts w hε).symm
```

Their product needs only $r^2=i\pi/w$:

$$S_{1/2}S_{3/2}=2w\operatorname{Re}r\operatorname{Im}r=w\operatorname{Im}r^2=\pi .$$

The frequency has disappeared, which is why a single $b$ can serve all $w>0$. In the statement, `S` and `T` are any limits of the two damped transforms; uniqueness of limits identifies them with the values above.

```lean
/-- For `w > 0` the limiting sine transforms of `t^(-1/2)` and `t^(-3/2)` have product `π`. -/
theorem sine_product {w S T : ℝ} (hw : 0 < w)
    (hS : Tendsto (dampedSine (1 / 2) w) (𝓝[>] 0) (𝓝 S))
    (hT : Tendsto (dampedSine (3 / 2) w) (𝓝[>] 0) (𝓝 T)) : S * T = π := by
  rw [tendsto_nhds_unique hS (sine_limits hw).1, tendsto_nhds_unique hT (sine_limits hw).2]
  -- the product is w times the imaginary part of the squared root
  have h : edge w ^ 2 = ((π / w : ℝ) : ℂ) * Complex.I := by
    rw [edge, ← Complex.cpow_nat_mul, show ((2 : ℕ) : ℂ) * (1 / 2) = 1 by norm_num,
      Complex.cpow_one]
  have h' := congrArg Complex.im h
  rw [pow_two, Complex.mul_im, Complex.im_ofReal_mul, Complex.I_im, mul_one,
    eq_div_iff hw.ne'] at h'
  linear_combination h'
```

## The amplitude condition

For an odd function equal to $c\,t^{-a}$ at $t>0$, the paired exponentials combine:

$$e^{iwt}f(t)+e^{-iwt}f(-t)=2i\sin(wt)\,c\,t^{-a},$$

so its Fourier transform is $2ic\,S_a$.

```lean
/-- An odd function equal to `c t^(-a)` at positive times has Fourier transform `2i c S`, where
`S` is the limiting sine transform of `t^(-a)`. -/
theorem hasFourier_odd {f : ℝ → ℝ} {c a w S : ℝ} (hf : ∀ t, 0 < t → f t = c * t ^ (-a))
    (hodd : ∀ t, f (-t) = -f t) (hS : Tendsto (dampedSine a w) (𝓝[>] 0) (𝓝 S)) :
    HasFourier f w (2 * Complex.I * c * S) := by
  have h := ((Complex.continuous_ofReal.tendsto S).comp hS).const_mul (2 * Complex.I * (c : ℂ))
  refine h.congr (fun ε => ?_)
  change 2 * Complex.I * (c : ℂ) * ((dampedSine a w ε : ℝ) : ℂ) = _
  unfold dampedSine
  rw [← integral_complex_ofReal, ← integral_const_mul]
  refine setIntegral_congr_fun measurableSet_Ioi (fun t ht => ?_)
  have e1 := Complex.exp_mul_I ((w : ℂ) * t)
  have e2 : Complex.exp (-((w : ℂ) * t * Complex.I)) =
      Complex.cos (w * t) - Complex.sin (w * t) * Complex.I := by
    rw [← neg_mul, Complex.exp_mul_I, Complex.cos_neg, Complex.sin_neg]
    ring
  simp only [sineKernel, hodd t, hf t ht, e1, e2]
  push_cast
  ring
```

Propagator and self-energy are both odd, with $c=b$, $a=1/2$ and $c=J^2b^3$, $a=3/2$. Therefore

$$G(w)\Sigma(w)=(2ib\,S_{1/2})(2iJ^2b^3S_{3/2})=-4J^2b^4\pi,$$

which equals $-1$ exactly when $J^2b^4\pi=1/4$.

The final theorem says this for all real `J` and `b` and every `w > 0`: there are complex numbers `G` and `E`, the transforms of `propagator b` and `selfEnergy J b` at `w`, with `G * E = -1` if and only if the amplitude condition holds. Its proof feeds the two limits to `hasFourier_odd`, then replaces $S_{1/2}S_{3/2}$ by $\pi$. The condition leaves the sign of $b$ open.

```lean
/-- For `w > 0` the conformal propagator and self-energy have Fourier transforms, and their
product is `-1` exactly when `J² b⁴ π = 1/4`. -/
theorem syk_condition (J b : ℝ) {w : ℝ} (hw : 0 < w) :
    ∃ G E : ℂ, HasFourier (propagator b) w G ∧ HasFourier (selfEnergy J b) w E ∧
      (G * E = -1 ↔ J ^ 2 * b ^ 4 * π = 1 / 4) := by
  obtain ⟨hS, hT⟩ := sine_limits hw
  have hprod := sine_product hw hS hT
  have hodd : ∀ t, propagator b (-t) = -propagator b t := by
    intro t
    rw [propagator, propagator, Real.sign_neg, abs_neg]
    ring
  have hG : ∀ t, 0 < t → propagator b t = b * t ^ (-(1 / 2) : ℝ) := by
    intro t ht
    rw [propagator, Real.sign_of_pos ht, abs_of_pos ht, mul_one]
  have hE : ∀ t, 0 < t → selfEnergy J b t = (J ^ 2 * b ^ 3) * t ^ (-(3 / 2) : ℝ) := by
    intro t ht
    have hp : (t ^ (-(1 / 2) : ℝ)) ^ 3 = t ^ (-(3 / 2) : ℝ) := by
      rw [← Real.rpow_natCast, ← Real.rpow_mul ht.le]
      norm_num
    rw [selfEnergy, hG t ht, mul_pow, hp]
    ring
  refine ⟨_, _, hasFourier_odd hG hodd hS, hasFourier_odd hE (fun t => by
    rw [selfEnergy, hodd, selfEnergy]; ring) hT, ?_⟩
  generalize (edge w).im = S at hprod ⊢
  generalize 2 * w * (edge w).re = T at hprod ⊢
  have h : 2 * Complex.I * (b : ℂ) * S * (2 * Complex.I * ((J ^ 2 * b ^ 3 : ℝ) : ℂ) * T) =
      ((-(4 * (J ^ 2 * b ^ 4) * (S * T)) : ℝ) : ℂ) := by
    push_cast
    linear_combination (4 * (b : ℂ) ^ 4 * J ^ 2 * S * T) * Complex.I_sq
  rw [h, hprod, show (-1 : ℂ) = ((-1 : ℝ) : ℂ) by simp, Complex.ofReal_inj]
  constructor <;> intro h <;> linarith

end

end SYKConformal
```

```lean
#print axioms SYKConformal.syk_condition
-- 'SYKConformal.syk_condition' depends on axioms: [propext, Classical.choice, Quot.sound]
```

## Numbers at J = 1 and w = π/2

This frequency makes the arithmetic simple, but it is not far below $J$: the values of $G(w)$ and $\Sigma(w)$ here illustrate the conformal ansatz and are not those of the full SYK model. At this frequency $S_{1/2}=1$ and $S_{3/2}=\pi$. The condition gives $b^4=1/(4\pi)\approx0.0796$, so the positive amplitude is $b\approx0.531$. Then $G(w)=2ib\approx1.062\,i$ and $\Sigma(w)=2\pi i\,b^3\approx0.941\,i$, with product $-1$ up to rounding. In units where $J=1$, this $b$ is a reference value for numerical solutions of the SYK equations, in the zero-temperature, low-frequency limit with infinitely many modes.
